# The moment of order p of the bare Coulomb force in a hydrogenic ground state is finite exactly when p < 3/2

The theorem `moment_integrable_iff` concerns one electron in the ground state of a point nucleus of charge Z > 0, in atomic units, where the bare Coulomb force has magnitude Z/r². It states that, for real p, the function r² exp(−2Zr) (Z/r²)^p is integrable over r > 0 exactly when p < 3/2. The radial weight is unnormalised; the normalised one is 4Z³ r² exp(−2Zr), and the constant factor does not affect whether the moment is finite. The attempt rewrites the integrand as Z^p r^(2−2p) exp(−2Zr). For one direction it restricts to 0 < r < 1 and compares with the pure power r^(2−2p), which is integrable there only if 2 − 2p > −1; for the other it uses a Mathlib lemma on powers times exponentials.

This version doesn't compile in Lean 4 with Mathlib:

```lean
import Mathlib

open MeasureTheory Set Filter Topology

namespace MomentIntegrableIff

noncomputable section

/-- The unnormalised radial weight `r² exp(-2Zr)` of the hydrogenic ground-state density. -/
def radialWeight (Z r : ℝ) : ℝ := r ^ 2 * Real.exp (-2 * Z * r)

/-- The magnitude `Z/r²` of the bare Coulomb force between an electron and a nucleus of
charge `Z` at distance `r > 0`. -/
def force (Z r : ℝ) : ℝ := Z / r ^ 2

/-- For `Z > 0` and `r > 0`, the weighted `p`-th power of the force is
`Z^p r^(2-2p) exp(-2Zr)`. -/
theorem weighted_force_rpow {Z r : ℝ} (hZ : 0 < Z) (hr : 0 < r) (p : ℝ) :
    radialWeight Z r * force Z r ^ p
      = Z ^ p * (r ^ (2 - 2 * p) * Real.exp (-2 * Z * r)) := by
  have h1 : (r ^ 2) ^ p = r ^ (2 * p) := by
    rw [← Real.rpow_two, ← Real.rpow_mul hr.le]
  unfold radialWeight force
  rw [Real.div_rpow hZ.le (sq_nonneg r), h1, Real.rpow_sub hr, Real.rpow_two]
  ring

/-- For `Z > 0`, the moment of real order `p` of the bare force in the hydrogenic density is
finite exactly when `p < 3/2`. -/
theorem moment_integrable_iff {Z : ℝ} (hZ : 0 < Z) (p : ℝ) :
    IntegrableOn (fun r => radialWeight Z r * force Z r ^ p) (Ioi 0) ↔ p < 3 / 2 := by
  have heq : EqOn (fun r => radialWeight Z r * force Z r ^ p)
      (fun r => Z ^ p * (r ^ (2 - 2 * p) * Real.exp (-2 * Z * r))) (Ioi 0) :=
    fun r hr => weighted_force_rpow hZ hr p
  rw [integrableOn_congr_fun heq measurableSet_Ioi]
  have hzp : 0 < Z ^ p := Real.rpow_pos_of_pos hZ p
  constructor
  · intro h
    -- near the nucleus the exponential is bounded below, which leaves a pure power
    have h1 : IntegrableOn (fun r : ℝ => r ^ (2 - 2 * p)) (Ioo 0 1) := by
      have h2 := Integrable.const_mul (h.mono_set (Ioo_subset_Ioi_self (b := (1 : ℝ))))
        (Real.exp (2 * Z) / Z ^ p)
      refine Integrable.mono' h2 (measurable_id.pow_const _).aestronglyMeasurable ?_
      refine (ae_restrict_iff' measurableSet_Ioo).2 (Eventually.of_forall fun r hr => ?_)
      have hs : 0 < r ^ (2 - 2 * p) := Real.rpow_pos_of_pos hr.1 _
      have he : 1 ≤ Real.exp (2 * Z) * Real.exp (-2 * Z * r) := by
        rw [← Real.exp_add]
        exact Real.one_le_exp (by nlinarith [mul_pos hZ (sub_pos.2 hr.2)])
      have hc : Real.exp (2 * Z) / Z ^ p * Z ^ p = Real.exp (2 * Z) :=
        div_mul_cancel₀ _ hzp.ne'
      rw [Real.norm_of_nonneg hs.le]
      calc r ^ (2 - 2 * p)
          ≤ r ^ (2 - 2 * p) * (Real.exp (2 * Z) * Real.exp (-2 * Z * r)) :=
            le_mul_of_one_le_right hs.le he
        _ = (Real.exp (2 * Z) / Z ^ p * Z ^ p)
              * (r ^ (2 - 2 * p) * Real.exp (-2 * Z * r)) := by rw [hc]; ring
        _ = _ := by rw [mul_assoc]
    have h3 := (intervalIntegral.integrableOn_Ioo_rpow_iff one_pos).1 h1
    linarith
  · intro hp
    have h := integrableOn_rpow_mul_exp_neg_mul_rpow (s := 2 - 2 * p) (p := 1) (b := 2 * Z)
      (by linarith) (by norm_num) (by positivity)
    refine IntegrableOn.congr_fun (Integrable.const_mul h (Z ^ p)) (fun r _ => ?_)
      measurableSet_Ioi
    simp only [Real.rpow_one, neg_mul]

end

end MomentIntegrableIff
```

Messages:

```
Main.lean:40:50: error: Application type mismatch: The argument
  Ioo_subset_Ioi_self
has type
  Ioo 1 ?m.184 ⊆ Ioi 1
but is expected to have type
  ?m.177 ⊆ Ioi 0
in the application
  IntegrableOn.mono_set h Ioo_subset_Ioi_self
```

Cause. The error arises where integrability on `Ioi 0`, the half-line r > 0, is restricted to the interval `Ioo 0 1`. `h.mono_set` needs a proof that some set lies inside `Ioi 0`. The attempt supplies `Ioo_subset_Ioi_self` with `(b := (1 : ℝ))`, meaning to set the right endpoint to 1. In this lemma, however, the argument named `b` is the left endpoint, as the message shows: the result is `Ioo 1 ?m.184 ⊆ Ioi 1`, with the right endpoint still undetermined. Lean cannot match `Ioi 1` with the required `Ioi 0`, so it rejects the argument.

The repair states the inclusion with both endpoints written out, as `hsub : Ioo (0 : ℝ) 1 ⊆ Ioi 0`, so nothing depends on the lemma's argument names. Its proof is `fun r hr => hr.1`: membership of `Ioo 0 1` is the pair 0 < r and r < 1, and the first part is what `Ioi 0` asks. `h.mono_set hsub` then has the right type. The constant passed to `Integrable.const_mul` is unchanged, and putting it on the same line is mere tidying.

Fix (accepted with no message):

```diff
@@ -38,6 +38,6 @@
     -- near the nucleus the exponential is bounded below, which leaves a pure power
     have h1 : IntegrableOn (fun r : ℝ => r ^ (2 - 2 * p)) (Ioo 0 1) := by
-      have h2 := Integrable.const_mul (h.mono_set (Ioo_subset_Ioi_self (b := (1 : ℝ))))
-        (Real.exp (2 * Z) / Z ^ p)
+      have hsub : Ioo (0 : ℝ) 1 ⊆ Ioi 0 := fun r hr => hr.1
+      have h2 := Integrable.const_mul (h.mono_set hsub) (Real.exp (2 * Z) / Z ^ p)
       refine Integrable.mono' h2 (measurable_id.pow_const _).aestronglyMeasurable ?_
       refine (ae_restrict_iff' measurableSet_Ioo).2 (Eventually.of_forall fun r hr => ?_)
```
